# Romberg extrapolation removes every term of a finite even error expansion

Suppose a numerical result depends on a step size $h$ and its error starts with a term proportional to $h^2$. Halving the step then reduces the error only by a factor of about four. Six more decimal digits cost about ten halvings, a step a thousand times smaller. For a trapezoidal sum that means a thousand times as many function values. For a difference quotient it means subtracting numbers that agree in more and more digits, until rounding destroys the answer. Combining results from a few moderate steps can cancel the error terms instead.

## The claim and its derivation

Let $A(h)$ be the approximation at step $h$, and suppose that

$$A(h)=\sum_{m=0}^{k} c_m h^{2m},$$

where $c_0$ is the wanted value and the other $c_m$ are unknown constants. Define the columns of the Romberg table by $T_0=A$ and

$$T_{i+1}(h)=\frac{4^{i+1}\,T_i(h/2)-T_i(h)}{4^{i+1}-1}.$$

The claim is that $T_k(h)=c_0$ for every real $h$.

**One power at a time.** The rule is linear, so it suffices to follow a single power. Since $(h/2)^{2m}=h^{2m}/4^m$, passing from column $i$ to column $i+1$ multiplies $h^{2m}$ by

$$\frac{4^{i+1}/4^m-1}{4^{i+1}-1}.$$

The powers do not mix. By induction on $i$,

$$T_i(h)=\sum_{m=0}^{k} d_{i,m}\,c_m h^{2m},\qquad d_{i,m}=\prod_{j=0}^{i-1}\frac{4^{j+1}/4^m-1}{4^{j+1}-1}.$$

For $m=0$ every factor is 1, so $d_{i,0}=1$. For $1\le m\le i$ the factor with $j=m-1$ has numerator $4^m/4^m-1=0$, so $d_{i,m}=0$. In column $k$ only $c_0$ is left.

**The first term that survives.** If a term $c_{k+1}h^{2k+2}$ is also present, column $k$ multiplies it by $d_{k,k+1}$. Its numerators are $4^{j+1}/4^{k+1}-1$ for $j=0,\dots,k-1$. Read in reverse order, with $j$ replaced by $k-1-j$, they become

$$\frac{1}{4^{j+1}}-1=-\frac{1}{4^{j+1}}\,(4^{j+1}-1).$$

The brackets cancel the denominators, and what remains is

$$d_{k,k+1}=\prod_{j=0}^{k-1}\frac{-1}{4^{j+1}}=\frac{(-1)^k}{4^{k(k+1)/2}}=\frac{(-1)^k}{2^{k(k+1)}}.$$

**A remainder instead of a finite sum.** Usually $A$ equals its expansion only up to a remainder $R$. Suppose $|R(x)|\le M|x|^p$ whenever $|x|\le H$, and suppose column $i$ built from $R$ is bounded by $\rho_i M|h|^p$ on the same range. The step $h/2$ also lies in that range, so the triangle inequality bounds column $i+1$ by

$$\frac{4^{i+1}\rho_i M|h|^p/2^p+\rho_i M|h|^p}{4^{i+1}-1}=\rho_i\,\frac{4^{i+1}/2^p+1}{4^{i+1}-1}\,M|h|^p.$$

Starting from $\rho_0=1$, this gives

$$\rho_k=\prod_{j=0}^{k-1}\frac{4^{j+1}/2^p+1}{4^{j+1}-1}.$$

The table of a sum is the sum of the tables, and the expansion contributes exactly $c_0$. With $p=2k+2$, therefore, $|T_k(h)-c_0|\le\rho_k M|h|^{2k+2}$.

## A worked instance

Take the central difference for the derivative of $x^5$ at $x=1$. For $h\neq0$,

$$A(h)=\frac{(1+h)^5-(1-h)^5}{2h}=5+10h^2+h^4,$$

so $k=2$ and $c_0=5$. Starting from $h=1$:

| step | $T_0$ | $T_1$ | $T_2$ |
|---|---|---|---|
| $1$ | $16$ | $4.75$ | $5$ |
| $1/2$ | $7.5625$ | $4.984375$ | |
| $1/4$ | $5.62890625$ | | |

The last entry is $(16\cdot4.984375-4.75)/15=75/15=5$, although the best raw value is off by more than $0.6$. The entry $4.75$ also fits the leading-error formula: for $k=1$ the error is $-\tfrac14c_2h^4=-0.25$.

An easy mistake is to keep the weight 4 in every column. The last step would then give $(4\cdot4.984375-4.75)/3=5.0625$, because the weight 4 cancels $h^2$, which is already gone, and not $h^4$.

## The formal development

```lean
import Mathlib

open Finset

namespace RichardsonRomberg

noncomputable section
```

The table is a recursive function of the column number. In `romberg A i h`, the argument `A` is the approximation as a function of a real step, `i` is the column and `h` is the coarsest step used.

```lean
/-- The Romberg table built from a step-size dependent approximation `A`: each new column
combines the previous column at steps `h / 2` and `h`. -/
def romberg (A : ℝ → ℝ) : ℕ → ℝ → ℝ
  | 0, h => A h
  | i + 1, h => (4 ^ (i + 1) * romberg A i (h / 2) - romberg A i h) / (4 ^ (i + 1) - 1)
```

The coefficients form a sequence `c : ℕ → ℝ`, of which only the entries $0,\dots,k$ enter. The set `range (k + 1)` is $\{0,\dots,k\}$, so `k` counts the error terms and not all the terms.

```lean
/-- The even expansion `c₀ + c₁ h² + ... + c_k h^(2k)` in the step size `h`. -/
def evenExpansion (c : ℕ → ℝ) (k : ℕ) (h : ℝ) : ℝ :=
  ∑ m ∈ range (k + 1), c m * h ^ (2 * m)
```

The next two definitions are the products $d_{i,m}$ and $\rho_k$. The second keeps the order $p$ of the remainder as an argument.

```lean
/-- The product of the factors by which the first `i` extrapolations multiply `h^(2m)`. -/
def damping (i m : ℕ) : ℝ :=
  ∏ j ∈ range i, ((4 : ℝ) ^ (j + 1) / 4 ^ m - 1) / (4 ^ (j + 1) - 1)

/-- The constant in the bound for a remainder of order `h^p` after `k` extrapolations. -/
def remainderFactor (p k : ℕ) : ℝ :=
  ∏ j ∈ range k, ((4 : ℝ) ^ (j + 1) / 2 ^ p + 1) / (4 ^ (j + 1) - 1)
```

Every division in the table is by $4^{i+1}-1$, which is positive.

```lean
/-- The denominators of the Romberg table are positive. -/
theorem denominator_pos (i : ℕ) : (0 : ℝ) < 4 ^ (i + 1) - 1 := by
  have h : (1 : ℝ) < 4 ^ (i + 1) := one_lt_pow₀ (by norm_num) (by omega)
  linarith
```

The diagonal action of the table comes next. The induction on the column must hold for all steps at once, because column $i+1$ at $h$ calls column $i$ at $h/2$. This is why the proof says `generalizing h`; with `h` fixed, the induction hypothesis would say nothing about the half step. After the sums are combined, the proof compares them term by term. Here `hd` splits off the newest factor of the product, `hh` is the identity $(h/2)^{2m}=h^{2m}/4^m$, and `ring` finishes the algebra.

```lean
/-- Column `i` of the Romberg table multiplies each term `c_m h^(2m)` of an even expansion
by the factor `damping i m`. -/
theorem romberg_expansion (c : ℕ → ℝ) (k i : ℕ) (h : ℝ) :
    romberg (evenExpansion c k) i h =
      ∑ m ∈ range (k + 1), damping i m * c m * h ^ (2 * m) := by
  induction i generalizing h with
  | zero => simp [romberg, evenExpansion, damping]
  | succ i ih =>
    simp only [romberg, ih]
    rw [Finset.mul_sum, ← Finset.sum_sub_distrib, Finset.sum_div]
    refine Finset.sum_congr rfl fun m _ => ?_
    have hd : damping (i + 1) m =
        damping i m * (((4 : ℝ) ^ (i + 1) / 4 ^ m - 1) / (4 ^ (i + 1) - 1)) :=
      Finset.prod_range_succ _ _
    -- halving the step divides the term of order 2m by 4^m
    have hh : (h / 2) ^ (2 * m) = h ^ (2 * m) / 4 ^ m := by
      rw [div_pow, pow_mul (2 : ℝ) 2 m]
      norm_num
    rw [hd, hh]
    ring
```

The two special values of the damping factor follow. In the second, the vanishing factor has index `m - 1`, which lies in `range i` because $1\le m\le i$.

```lean
/-- The damping factor for `m = 0` equals 1 for every `i`. -/
theorem damping_zero (i : ℕ) : damping i 0 = 1 := by
  unfold damping
  refine Finset.prod_eq_one fun j _ => ?_
  rw [pow_zero, div_one]
  exact div_self (denominator_pos j).ne'

/-- The damping factor `damping i m` vanishes when `1 ≤ m ≤ i`. -/
theorem damping_eq_zero {i m : ℕ} (hm : 1 ≤ m) (hi : m ≤ i) : damping i m = 0 := by
  unfold damping
  refine Finset.prod_eq_zero (Finset.mem_range.2 (by omega : m - 1 < i)) ?_
  rw [Nat.sub_add_cancel hm, div_self (by positivity), sub_self, zero_div]
```

The main theorem has no hypotheses: it holds for every coefficient sequence, every `k` and every real `h`, including zero and negative steps. For `k = 0` it says that a constant is returned unchanged. The proof reduces the sum to its term at $m=0$, since all the others have damping factor zero.

```lean
/-- Exactness of Romberg extrapolation: if the approximation has `k` even error terms, then
column `k` of the table equals `c₀` at every step size. -/
theorem romberg_exact (c : ℕ → ℝ) (k : ℕ) (h : ℝ) :
    romberg (evenExpansion c k) k h = c 0 := by
  rw [romberg_expansion, Finset.sum_eq_single 0]
  · simp [damping_zero]
  · intro m hm h0
    have hk := Finset.mem_range.1 hm
    rw [damping_eq_zero (by omega) (by omega)]
    ring
  · simp
```

The leading factor is the longest piece of algebra. The auxiliary statement `key` is the identity $a/(ab)-1=-\frac1b(b-1)$, applied with $a=4^{k-j}$ and $b=4^{j+1}$. In `hnum` the product is reversed by `Finset.prod_range_reflect`, and `key` turns each numerator into a denominator times $-1/4^{j+1}$. Then `hsign` multiplies out these prefactors by induction, and the last lines cancel the common product.

```lean
/-- The damping factor `damping k (k + 1)` equals `(-1)^k / 2^(k(k+1))`. -/
theorem damping_leading (k : ℕ) :
    damping k (k + 1) = (-1) ^ k / 2 ^ (k * (k + 1)) := by
  have key : ∀ a b : ℝ, a ≠ 0 → b ≠ 0 → a / (a * b) - 1 = -1 / b * (b - 1) := by
    intro a b ha hb
    field_simp
    ring
  -- read the numerators in reverse order: they contain the denominators
  have hnum : ∏ j ∈ range k, ((4 : ℝ) ^ (j + 1) / 4 ^ (k + 1) - 1) =
      (∏ j ∈ range k, (-1 / (4 : ℝ) ^ (j + 1))) * ∏ j ∈ range k, ((4 : ℝ) ^ (j + 1) - 1) := by
    rw [← Finset.prod_mul_distrib]
    refine (Finset.prod_range_reflect
      (fun j => (4 : ℝ) ^ (j + 1) / 4 ^ (k + 1) - 1) k).symm.trans ?_
    refine Finset.prod_congr rfl fun j hj => ?_
    have hj' := Finset.mem_range.1 hj
    have e : (4 : ℝ) ^ (k + 1) = 4 ^ (k - 1 - j + 1) * 4 ^ (j + 1) := by
      rw [← pow_add]
      congr 1
      omega
    show (4 : ℝ) ^ (k - 1 - j + 1) / 4 ^ (k + 1) - 1 = -1 / 4 ^ (j + 1) * (4 ^ (j + 1) - 1)
    rw [e]
    exact key _ _ (by positivity) (by positivity)
  have hsign : ∀ n : ℕ, ∏ j ∈ range n, (-1 / (4 : ℝ) ^ (j + 1)) =
      (-1) ^ n / 2 ^ (n * (n + 1)) := by
    intro n
    induction n with
    | zero => simp
    | succ n ih =>
      have e : (2 : ℝ) ^ ((n + 1) * (n + 1 + 1)) = 2 ^ (n * (n + 1)) * 4 ^ (n + 1) := by
        rw [show (4 : ℝ) = 2 ^ 2 by norm_num, ← pow_mul, ← pow_add]
        congr 1
        ring
      rw [Finset.prod_range_succ, ih, e, pow_succ (-1 : ℝ) n]
      exact div_mul_div_comm _ _ _ _
  unfold damping
  rw [Finset.prod_div_distrib, hnum, hsign, mul_div_assoc, div_self, mul_one]
  exact Finset.prod_ne_zero_iff.2 fun j _ => (denominator_pos j).ne'
```

With one extra term in the expansion, the proof separates that term and recognises the rest as the case already solved. The result is an equality. If $c_{k+1}$ and $h$ are nonzero, column $k$ is therefore not exact for an expansion with $k+1$ error terms.

```lean
/-- With `k + 1` even error terms present, column `k` differs from `c₀` by exactly
`(-1)^k c_{k+1} h^(2k+2) / 2^(k(k+1))`. -/
theorem romberg_leading_error (c : ℕ → ℝ) (k : ℕ) (h : ℝ) :
    romberg (evenExpansion c (k + 1)) k h =
      c 0 + (-1) ^ k / 2 ^ (k * (k + 1)) * c (k + 1) * h ^ (2 * (k + 1)) := by
  rw [romberg_expansion, Finset.sum_range_succ, damping_leading,
    ← romberg_expansion c k k h, romberg_exact]
```

For approximations that are not finite expansions, the table must first be shown to be additive.

```lean
/-- The Romberg table of a sum of two functions is the sum of their tables. -/
theorem romberg_add (A B : ℝ → ℝ) (i : ℕ) (h : ℝ) :
    romberg (fun x => A x + B x) i h = romberg A i h + romberg B i h := by
  induction i generalizing h with
  | zero => rfl
  | succ i ih =>
    simp only [romberg, ih]
    ring
```

The remainder bound repeats the triangle-inequality argument. The hypothesis `hR` covers all steps up to `H`, and `b1` and `b2` are the induction hypothesis at $h/2$ and at $h$. The `calc` block bounds the numerator, and its last line regroups the constants into the next value of `remainderFactor`.

```lean
/-- A remainder bounded by `M |x|^p` for steps up to `H` is still of order `|h|^p` in
column `k` for `|h| ≤ H`, with the constant multiplied by `remainderFactor p k`. -/
theorem romberg_remainder_bound {R : ℝ → ℝ} {M H : ℝ} {p : ℕ}
    (hR : ∀ x, |x| ≤ H → |R x| ≤ M * |x| ^ p) (k : ℕ) (h : ℝ) (hh : |h| ≤ H) :
    |romberg R k h| ≤ remainderFactor p k * (M * |h| ^ p) := by
  induction k generalizing h with
  | zero => simpa [romberg, remainderFactor] using hR h hh
  | succ i ih =>
    have hd := denominator_pos i
    have h2 : |h / 2| = |h| / 2 := by rw [abs_div, abs_two]
    have b1 := ih (h / 2) (by rw [h2]; linarith [abs_nonneg h])
    have b2 := ih h hh
    rw [h2, div_pow] at b1
    have hs : remainderFactor p (i + 1) = remainderFactor p i *
        (((4 : ℝ) ^ (i + 1) / 2 ^ p + 1) / (4 ^ (i + 1) - 1)) :=
      Finset.prod_range_succ _ _
    have hc := div_mul_cancel₀ ((4 : ℝ) ^ (i + 1) / 2 ^ p + 1) hd.ne'
    rw [romberg, abs_div, abs_of_pos hd, div_le_iff₀ hd, hs]
    -- triangle inequality for the two entries of the previous column
    calc |4 ^ (i + 1) * romberg R i (h / 2) - romberg R i h|
        ≤ |4 ^ (i + 1) * romberg R i (h / 2)| + |romberg R i h| :=
          norm_sub_le (4 ^ (i + 1) * romberg R i (h / 2)) (romberg R i h)
      _ = 4 ^ (i + 1) * |romberg R i (h / 2)| + |romberg R i h| := by
          rw [abs_mul, abs_of_pos (by positivity : (0 : ℝ) < 4 ^ (i + 1))]
      _ ≤ 4 ^ (i + 1) * (remainderFactor p i * (M * (|h| ^ p / 2 ^ p))) +
            remainderFactor p i * (M * |h| ^ p) := by gcongr
      _ = _ := by
          linear_combination (-(remainderFactor p i * (M * |h| ^ p))) * hc
```

The final theorem writes `A` as its expansion plus the difference, applies exactness to the first part and the bound to the second.

```lean
/-- If `A` agrees with an even expansion up to `M |x|^(2k+2)` for steps up to `H`, then
for `|h| ≤ H` column `k` differs from `c₀` by at most `remainderFactor (2k+2) k` times `M |h|^(2k+2)`. -/
theorem romberg_error_bound {A : ℝ → ℝ} {c : ℕ → ℝ} {k : ℕ} {M H : ℝ}
    (hA : ∀ x, |x| ≤ H → |A x - evenExpansion c k x| ≤ M * |x| ^ (2 * k + 2))
    (h : ℝ) (hh : |h| ≤ H) :
    |romberg A k h - c 0| ≤ remainderFactor (2 * k + 2) k * (M * |h| ^ (2 * k + 2)) := by
  have hsum : (fun x => evenExpansion c k x + (A x - evenExpansion c k x)) = A := by
    funext x
    ring
  have hsplit : romberg (fun x => evenExpansion c k x + (A x - evenExpansion c k x)) k h =
      romberg (evenExpansion c k) k h + romberg (fun x => A x - evenExpansion c k x) k h :=
    romberg_add _ _ k h
  rw [hsum, romberg_exact] at hsplit
  rw [hsplit, add_sub_cancel_left]
  exact romberg_remainder_bound hA k h hh

end

end RichardsonRomberg
```

```lean
#print axioms RichardsonRomberg.romberg_expansion
-- 'RichardsonRomberg.romberg_expansion' depends on axioms: [propext, Classical.choice, Quot.sound]
#print axioms RichardsonRomberg.romberg_leading_error
-- 'RichardsonRomberg.romberg_leading_error' depends on axioms: [propext, Classical.choice, Quot.sound]
#print axioms RichardsonRomberg.romberg_error_bound
-- 'RichardsonRomberg.romberg_error_bound' depends on axioms: [propext, Classical.choice, Quot.sound]
```

## Reading the hypotheses

The even expansion is an input throughout. Romberg's name usually refers to integration by trapezoidal sums, but the theorems mention no integrand and no quadrature rule. That a given method has an error in even powers must be established separately, for example from the symmetry of a central difference under $h\to-h$ together with Taylor's theorem.

The hypothesis `hA` of `romberg_error_bound` is required for every real $x$ with $|x|\le H$, and this includes $x=0$ whenever $H\ge0$. There the right-hand side vanishes, so `A 0` must equal `c 0`. A difference quotient has no natural value at zero step, and Lean's convention for division by zero would assign it the value 0. One therefore has to define `A 0` as the limit $c_0$ before applying the theorem. This changes no table entry at a nonzero step, since `romberg A k h` uses only the values of $A$ at $h,h/2,\dots,h/2^k$. The same freedom helps with trapezoidal sums, which exist only for steps that divide the interval: at all other steps, `A` can be set equal to the expansion.

The constant in the bound is explicit, and under the hypothesis `hA` alone it cannot be lowered: it is attained by a remainder that has the full size $M|x|^{2k+2}$ at the steps $h,h/2,\dots,h/2^k$ and alternates in sign from one step to the next. For a remainder that is a pure power it can overestimate the error. For $k=1$ it is $\rho_1=(4/16+1)/3=5/12$, whereas a pure $h^4$ term is multiplied by $-1/4$. Arithmetic is exact throughout, so rounding in the values of $A$ or in the table has to be judged separately.

## In an actual calculation

A program stores the values $A(h),A(h/2),\dots,A(h/2^k)$ in a list and overwrites it column by column. The update is often written as a correction to the finer value,

$$T_{i+1}(h)=T_i(h/2)+\frac{T_i(h/2)-T_i(h)}{4^{i+1}-1},$$

which is algebraically the same rule. Many programs label a row by its finest step and not, as here, by its coarsest. The numbers are the same, but the indices shift.

In electronic structure, a dipole moment can be obtained from a central difference of the energy with respect to a field strength. For an energy that is smooth in this one parameter, the error has an even expansion with a remainder, and the table is useful as long as the noise in the difference quotients, which is the convergence noise in the energies divided by the field step, stays well below the terms being cancelled. A useful check is to compare successive differences within a column: in column $i$, the ratio of $T_i(h)-T_i(h/2)$ to $T_i(h/2)-T_i(h/4)$ should be near $4^{i+1}$ when the first remaining term dominates. If it is not, possible causes are that the steps are too large, that noise has taken over, that the error is not in even powers, or that the coefficient $c_{i+1}$ happens to vanish.
